# The autocorrelation time of a spin wave under free Gaussian steps is (1 + q)/(1 − q)

The declaration `corrTime_geometric` concerns a spin angle that moves freely, by independent Gaussian displacements of variance τ/μ, with spin mass μ > 0 and time step τ > 0. For the spin wave exp(iks) with non-zero integer k, averaged over a uniform initial angle, it states that the autocorrelations at positive lags have a convergent sum. It also states that one plus twice this sum, the autocorrelation time in units of steps, equals (1 + q)/(1 − q), where q = exp(−k²τ/(2μ)). The attempt uses the earlier result that the autocorrelation at lag n is qⁿ, and then sums a geometric series.

An attempt in Lean 4 with a fault in it:

```lean
import Mathlib

open MeasureTheory ProbabilityTheory Filter Topology
open scoped ComplexConjugate

namespace CorrTimeGeometric

noncomputable section

/-- The spin wave `exp(iks)` with integer wave number `k`. -/
def spinWave (k : ℤ) (s : ℝ) : ℂ := Complex.exp (k * s * Complex.I)

/-- One free spin step for spin mass `μ > 0` and time step `τ > 0`: the mean of `f` after a
Gaussian displacement of variance `τ/μ` from `s`. -/
def spinStep (μ τ : ℝ) (f : ℝ → ℂ) (s : ℝ) : ℂ :=
  ∫ x, f (s + x) ∂(gaussianReal 0 (τ / μ).toNNReal)

/-- The factor `q = exp(-k²τ/(2μ))`, for `μ ≠ 0`. -/
def damping (μ τ : ℝ) (k : ℤ) : ℝ := Real.exp (-((k : ℝ) ^ 2 * τ / (2 * μ)))

/-- Real part of the correlation between the spin wave at the start and after `n` spin steps,
averaged over a uniform initial spin angle, for `μ > 0` and `τ > 0`. -/
def autocorr (μ τ : ℝ) (k : ℤ) (n : ℕ) : ℝ :=
  ((2 * Real.pi)⁻¹ • ∫ s in (0 : ℝ)..(2 * Real.pi),
    conj (spinWave k s) * ((spinStep μ τ)^[n] (spinWave k)) s).re

/-- The autocorrelation time in units of steps: one plus twice the sum of the autocorrelation
over all positive lags, for `μ > 0`, `τ > 0` and `k ≠ 0`. -/
def corrTime (μ τ : ℝ) (k : ℤ) : ℝ := 1 + 2 * ∑' n : ℕ, autocorr μ τ k (n + 1)

/-- For positive spin mass and time step, one spin step multiplies the spin wave by
`q = exp(-k²τ/(2μ))`. -/
theorem spinStep_spinWave {μ τ : ℝ} (hμ : 0 < μ) (hτ : 0 < τ) (k : ℤ) (s : ℝ) :
    spinStep μ τ (spinWave k) s = damping μ τ k * spinWave k s := by
  -- the characteristic function of the Gaussian displacement
  have h := charFun_gaussianReal (μ := 0) (v := (τ / μ).toNNReal) (k : ℝ)
  rw [charFun_apply_real] at h
  have hv : ((τ / μ).toNNReal : ℝ) = τ / μ := Real.coe_toNNReal _ (by positivity)
  calc spinStep μ τ (spinWave k) s
      = ∫ x : ℝ, spinWave k s * Complex.exp (((k : ℝ) : ℂ) * x * Complex.I)
          ∂(gaussianReal 0 (τ / μ).toNNReal) := by
        unfold spinStep
        refine integral_congr_ae (Filter.Eventually.of_forall fun x => ?_)
        simp only [spinWave]
        rw [← Complex.exp_add]
        congr 1
        push_cast
        ring
    _ = spinWave k s * ∫ x : ℝ, Complex.exp (((k : ℝ) : ℂ) * x * Complex.I)
          ∂(gaussianReal 0 (τ / μ).toNNReal) := integral_const_mul _ _
    _ = damping μ τ k * spinWave k s := by
        rw [h, hv, mul_comm (spinWave k s), damping, Complex.ofReal_exp]
        congr 2
        push_cast
        ring

/-- For positive spin mass and time step, `n` spin steps multiply the spin wave by `qⁿ`. -/
theorem spinStep_iterate {μ τ : ℝ} (hμ : 0 < μ) (hτ : 0 < τ) (k : ℤ) (n : ℕ) :
    (spinStep μ τ)^[n] (spinWave k) = fun s => (damping μ τ k : ℂ) ^ n * spinWave k s := by
  induction n with
  | zero => funext s; simp
  | succ n ih =>
    rw [Function.iterate_succ_apply', ih]
    funext s
    have h := spinStep_spinWave hμ hτ k s
    simp only [spinStep] at h ⊢
    rw [integral_const_mul, h]
    ring

/-- For positive spin mass and time step, the autocorrelation of the spin wave at lag `n`
is `qⁿ`. -/
theorem autocorr_eq {μ τ : ℝ} (hμ : 0 < μ) (hτ : 0 < τ) (k : ℤ) (n : ℕ) :
    autocorr μ τ k n = damping μ τ k ^ n := by
  -- the spin wave has unit modulus
  have hw : ∀ s : ℝ, conj (spinWave k s) * spinWave k s = 1 := by
    intro s
    unfold spinWave
    rw [← Complex.exp_conj, ← Complex.exp_add]
    simp
  have h : ∀ s : ℝ, conj (spinWave k s) * ((damping μ τ k : ℂ) ^ n * spinWave k s)
      = (damping μ τ k : ℂ) ^ n := by
    intro s
    linear_combination (damping μ τ k : ℂ) ^ n * hw s
  unfold autocorr
  rw [spinStep_iterate hμ hτ]
  simp only [h]
  rw [intervalIntegral.integral_const, sub_zero, smul_smul,
    inv_mul_cancel₀ (by positivity), one_smul, ← Complex.ofReal_pow, Complex.ofReal_re]

/-- For positive spin mass and time step and `k ≠ 0`, the factor `q` is below one. -/
theorem damping_lt_one {μ τ : ℝ} (hμ : 0 < μ) (hτ : 0 < τ) {k : ℤ} (hk : k ≠ 0) :
    damping μ τ k < 1 := by
  have hx : 0 < (k : ℝ) ^ 2 * τ / (2 * μ) := by positivity
  exact Real.exp_lt_one_iff.mpr (by linarith)

/-- For positive spin mass and time step and `k ≠ 0`, the sum over lags converges and the
autocorrelation time is `(1 + q)/(1 - q)`. -/
theorem corrTime_geometric {μ τ : ℝ} (hμ : 0 < μ) (hτ : 0 < τ) {k : ℤ} (hk : k ≠ 0) :
    Summable (fun n : ℕ => autocorr μ τ k (n + 1)) ∧
      corrTime μ τ k = (1 + damping μ τ k) / (1 - damping μ τ k) := by
  have h1 := damping_lt_one hμ hτ hk
  have hne : 1 - damping μ τ k ≠ 0 := by linarith [h1] |> fun h : 0 < 1 - damping μ τ k => h.ne'
  have H := (hasSum_geometric_of_lt_one (Real.exp_pos _).le h1).mul_left (damping μ τ k)
  have e : (fun n : ℕ => autocorr μ τ k (n + 1))
      = fun n : ℕ => damping μ τ k * damping μ τ k ^ n := by
    funext n
    rw [autocorr_eq hμ hτ, pow_succ']
  refine ⟨by rw [e]; exact H.summable, ?_⟩
  rw [corrTime, e, H.tsum_eq, eq_div_iff hne]
  linear_combination 2 * damping μ τ k * inv_mul_cancel₀ hne

end

end CorrTimeGeometric
```

Lean reports:

```
Main.lean:109:19: error: Tactic `rewrite` failed: Did not find an occurrence of the pattern
  ∑' (b : ℕ), damping μ τ k * Real.exp (-(↑k ^ 2 * τ / (2 * μ))) ^ b
in the target expression
  1 + 2 * ∑' (n : ℕ), damping μ τ k * damping μ τ k ^ n = (1 + damping μ τ k) / (1 - damping μ τ k)

μ τ : ℝ
hμ : 0 < μ
hτ : 0 < τ
k : ℤ
hk : k ≠ 0
h1 : damping μ τ k < 1
hne : 1 - damping μ τ k ≠ 0
H :
  HasSum (fun i => damping μ τ k * Real.exp (-(↑k ^ 2 * τ / (2 * μ))) ^ i)
    (damping μ τ k * (1 - Real.exp (-(↑k ^ 2 * τ / (2 * μ))))⁻¹)
e : (fun n => autocorr μ τ k (n + 1)) = fun n => damping μ τ k * damping μ τ k ^ n
⊢ 1 + 2 * ∑' (n : ℕ), damping μ τ k * damping μ τ k ^ n = (1 + damping μ τ k) / (1 - damping μ τ k)
```

Cause. The message says that `rw` could not find the left-hand side of `H.tsum_eq` in the goal. The two sums are equal by definition, but the goal writes the ratio as `damping μ τ k`, while `H` has the exponential written out.

The exponential came in through `(Real.exp_pos _).le`, which fixed the ratio in `hasSum_geometric_of_lt_one` as `Real.exp` of something still unknown. Lean then unfolded `damping` to match `h1` and fill in the exponent, so `H` kept the unfolded form. `rw` does not unfold an ordinary definition such as `damping` when it looks for its pattern, so it found no match.

The repair first states `h0 : 0 ≤ damping μ τ k`, with the same proof term. Passing `h0` makes the ratio `damping μ τ k` itself, so the sum in `H` has the form found in the goal and the rewrite succeeds. The new proof of `hne` is mere tidying, as the old one raised no error.

As a diff, the version that Lean accepts:

```diff
@@ -100,6 +100,7 @@
       corrTime μ τ k = (1 + damping μ τ k) / (1 - damping μ τ k) := by
   have h1 := damping_lt_one hμ hτ hk
-  have hne : 1 - damping μ τ k ≠ 0 := by linarith [h1] |> fun h : 0 < 1 - damping μ τ k => h.ne'
-  have H := (hasSum_geometric_of_lt_one (Real.exp_pos _).le h1).mul_left (damping μ τ k)
+  have h0 : 0 ≤ damping μ τ k := (Real.exp_pos _).le
+  have hne : 1 - damping μ τ k ≠ 0 := (sub_pos.mpr h1).ne'
+  have H := (hasSum_geometric_of_lt_one h0 h1).mul_left (damping μ τ k)
   have e : (fun n : ℕ => autocorr μ τ k (n + 1))
       = fun n : ℕ => damping μ τ k * damping μ τ k ^ n := by
```
